# Interchange of two local perturbations in self-consistent linear response on a finite real grid

The self-consistent response is described here by the equations it satisfies, not by a formula that produces it. The matrix $H-e_n$ is singular when $e_n$ is an eigenvalue of $H$, and the source term contains the response itself, so a definition by inversion would need extra hypotheses. The theorems below hold for any solution of the equations; they do not claim that a solution exists or is unique.

Space is a finite set of grid points $i$, the type `ι`. The occupied orbitals carry an index $n$ from a finite type `o`. All vectors and matrices are real, which suits a system without a magnetic field.

```lean
import Mathlib

open Matrix

namespace InterchangeTheorem

noncomputable section

variable {ι o : Type*} [Fintype ι] [Fintype o]
```

## The equations for the response

Let $\psi_n$ be the unperturbed orbitals and $x_n$ their first-order changes. If each listed orbital holds one electron, the density is $\sum_n\psi_n^2$, and its first-order change at point $i$ is

$$\rho_x(i) = 2\sum_n \psi_n(i)\,x_n(i).$$

The factor 2 comes from differentiating the square and not from spin. Double occupation would give a factor 4, which the definition reproduces if each spatial orbital is listed twice in `o`.

```lean
/-- The first-order density `2 ∑ₙ ψₙ xₙ`, taken pointwise on the grid, for singly occupied real
orbitals `ψₙ` with first-order changes `xₙ`. -/
def inducedDensity (ψ x : o → ι → ℝ) : ι → ℝ :=
  fun i => 2 * ∑ n, ψ n i * x n i
```

A local potential $v$ changes the Hamiltonian directly, and also through the density it induces. The matrix $K$ gives this second part: it stands for the Hartree and exchange-correlation kernel at the unperturbed density. With $P_c$ the projector onto the unoccupied states and $e_n$ the orbital energies, the response satisfies

$$P_c x_n = x_n,\qquad (H-e_n)x_n = -P_c\big[(v+K\rho_x)\,\psi_n\big].$$

The product with $\psi_n$ is taken point by point, which is the action of a diagonal matrix. In Lean it is `*` between two vectors, while `*ᵥ` applies a matrix to a vector and `⬝ᵥ` is the dot product. `IsResponse` collects the two conditions.

```lean
/-- The orbitals `x` are the self-consistent linear response to the local potential `v`:
they are left unchanged by `Pc` and solve the Sternheimer equation, in which `v` is screened
by the potential `K` times the induced density. -/
structure IsResponse (H K Pc : Matrix ι ι ℝ) (ψ : o → ι → ℝ) (e : o → ℝ)
    (v : ι → ℝ) (x : o → ι → ℝ) : Prop where
  projected : ∀ n, Pc *ᵥ x n = x n
  sternheimer : ∀ n, H *ᵥ x n - e n • x n =
    -(Pc *ᵥ ((v + K *ᵥ inducedDensity ψ x) * ψ n))
```

The theorems take $H$, $K$ and $P_c$ to be symmetric. For $K$ this reflects its origin as a second derivative of an energy with respect to the density. Neither $P_c^2=P_c$ nor $H\psi_n=e_n\psi_n$ is assumed: the physics uses both to arrive at the equations above, but the argument from there on does not.

## A bilinear form for pairs of responses

For two families of first-order orbitals $y$ and $z$, define

$$B(y,z) = 2\sum_n y_n\cdot(H-e_n)z_n + \rho_y\cdot K\rho_z .$$

The first term is the cost of changing the orbitals at fixed potential, and the second is the interaction between the induced densities. The comments in the code write the induced densities as `n_y`, `n_z`, `n_b` or plain `n` instead of $\rho$; this `n` is not the orbital index.

```lean
/-- The bilinear form `2 ∑ₙ yₙ·(H - eₙ)zₙ + n_y·K n_z` on pairs of first-order orbitals. -/
def responseForm (H K : Matrix ι ι ℝ) (ψ : o → ι → ℝ) (e : o → ℝ)
    (y z : o → ι → ℝ) : ℝ :=
  2 * ∑ n, y n ⬝ᵥ (H *ᵥ z n - e n • z n)
    + inducedDensity ψ y ⬝ᵥ (K *ᵥ inducedDensity ψ z)
```

Its symmetry rests on a fact about any symmetric matrix $A$:

$$x\cdot Ay=\sum_{ij}x_iA_{ij}y_j=\sum_{ij}y_jA_{ji}x_i=y\cdot Ax.$$

```lean
/-- A real symmetric matrix has symmetric matrix elements between any two vectors. -/
theorem symmetric_element {A : Matrix ι ι ℝ} (hA : Aᵀ = A) (x y : ι → ℝ) :
    x ⬝ᵥ (A *ᵥ y) = y ⬝ᵥ (A *ᵥ x) := by
  rw [Matrix.dotProduct_mulVec, ← Matrix.mulVec_transpose, hA, dotProduct_comm]
```

Pairing a potential $w$ with an induced density gives orbital matrix elements once the two sums are exchanged:

$$w\cdot\rho_x=\sum_i w_i\,2\sum_n\psi_n(i)x_n(i)=2\sum_n x_n\cdot(w\psi_n).$$

In the proof, `Finset.sum_comm` makes the exchange and `ring` reorders the factors in each term.

```lean
/-- A local potential paired with an induced density is twice the sum of its matrix elements
between the orbitals and their first-order changes. -/
theorem potential_dot_density (ψ : o → ι → ℝ) (w : ι → ℝ) (x : o → ι → ℝ) :
    w ⬝ᵥ inducedDensity ψ x = 2 * ∑ n, x n ⬝ᵥ (w * ψ n) := by
  simp only [dotProduct, inducedDensity, Pi.mul_apply, Finset.mul_sum]
  rw [Finset.sum_comm]
  exact Finset.sum_congr rfl fun n _ => Finset.sum_congr rfl fun i _ => by ring
```

Since $y_n\cdot(H-e_n)z_n=y_n\cdot Hz_n-e_n\,y_n\cdot z_n$, and both parts are unchanged when $y_n$ and $z_n$ trade places, the orbital term of $B$ is symmetric. The density term is symmetric because $K$ is. Hence $B(y,z)=B(z,y)$. The local statement `h` treats one orbital at a time, and the final rewriting inserts it under the sum.

```lean
/-- The response form is symmetric when the Hamiltonian and the interaction kernel are. -/
theorem responseForm_symm {H K : Matrix ι ι ℝ} (hH : Hᵀ = H) (hK : Kᵀ = K)
    (ψ : o → ι → ℝ) (e : o → ℝ) (y z : o → ι → ℝ) :
    responseForm H K ψ e y z = responseForm H K ψ e z y := by
  have h : ∀ n, y n ⬝ᵥ (H *ᵥ z n - e n • z n) = z n ⬝ᵥ (H *ᵥ y n - e n • y n) := by
    intro n
    have h1 := symmetric_element hH (y n) (z n)
    have h2 := dotProduct_comm (y n) (z n)
    simp only [dotProduct_sub, dotProduct_smul, h1, h2]
  unfold responseForm
  rw [Finset.sum_congr rfl (fun n _ => h n),
    symmetric_element hK (inducedDensity ψ y) (inducedDensity ψ z)]
```

The induced density is linear in the first-order orbitals, so $\rho_{y-y'}=\rho_y-\rho_{y'}$ and

$$B(y-y',z)=B(y,z)-B(y',z).$$

Symmetry carries this over to the second argument.

```lean
/-- The response form is additive in its first argument, stated here for differences. -/
theorem responseForm_sub_left (H K : Matrix ι ι ℝ) (ψ : o → ι → ℝ) (e : o → ℝ)
    (y y' z : o → ι → ℝ) :
    responseForm H K ψ e (y - y') z
      = responseForm H K ψ e y z - responseForm H K ψ e y' z := by
  have hd : inducedDensity ψ (y - y') = inducedDensity ψ y - inducedDensity ψ y' := by
    ext i
    simp only [inducedDensity, Pi.sub_apply, mul_sub, Finset.sum_sub_distrib]
  unfold responseForm
  rw [hd]
  simp only [Pi.sub_apply, sub_dotProduct, Finset.sum_sub_distrib]
  ring
```

## Testing the Sternheimer equation against other orbitals

Let $x$ be the response to $v$, and let $y$ be any family with $P_cy_n=y_n$. Write $w=v+K\rho_x$ for the screened potential. The symmetry of $P_c$ lets it act on $y_n$, where it has no effect:

$$y_n\cdot(H-e_n)x_n=-y_n\cdot P_c(w\psi_n)=-(P_cy_n)\cdot(w\psi_n)=-y_n\cdot(w\psi_n).$$

Summing over $n$ and multiplying by 2 gives

$$2\sum_n y_n\cdot(H-e_n)x_n=-w\cdot\rho_y=-v\cdot\rho_y-\rho_y\cdot K\rho_x .$$

The last term cancels against the interaction term in $B$, which leaves

$$B(y,x)=-v\cdot\rho_y .$$

The bare potential remains, although the response was computed with the screened one. In the code, `h` is the first display, `d` is the pairing identity for $w$, and `linarith` carries out the cancellation.

```lean
/-- Weak form of the Sternheimer equation: tested against any orbitals `y` left unchanged by
`Pc`, the response to `v` gives minus the pairing of `v` with the density induced by `y`. -/
theorem weak_sternheimer {H K Pc : Matrix ι ι ℝ} (hP : Pcᵀ = Pc)
    {ψ : o → ι → ℝ} {e : o → ℝ} {v : ι → ℝ} {x y : o → ι → ℝ}
    (hx : IsResponse H K Pc ψ e v x) (hy : ∀ n, Pc *ᵥ y n = y n) :
    responseForm H K ψ e y x = -(v ⬝ᵥ inducedDensity ψ y) := by
  -- move the projector from the source term onto the trial orbital
  have h : ∀ n, y n ⬝ᵥ (H *ᵥ x n - e n • x n)
      = -(y n ⬝ᵥ ((v + K *ᵥ inducedDensity ψ x) * ψ n)) := by
    intro n
    rw [hx.sternheimer n, dotProduct_neg, symmetric_element hP, hy n, dotProduct_comm]
  have d := potential_dot_density ψ (v + K *ᵥ inducedDensity ψ x) y
  rw [add_dotProduct, dotProduct_comm (K *ᵥ inducedDensity ψ x)] at d
  unfold responseForm
  rw [Finset.sum_congr rfl (fun n _ => h n), Finset.sum_neg_distrib]
  linarith
```

## The interchange theorem

Let $x^a$ and $x^b$ be responses to $v_a$ and $v_b$, with induced densities $\rho_a$ and $\rho_b$. Each response is fixed by $P_c$, so each can serve as the test family for the other:

$$B(x^b,x^a)=-v_a\cdot\rho_b,\qquad B(x^a,x^b)=-v_b\cdot\rho_a .$$

The left-hand sides are equal by symmetry, and therefore

$$v_a\cdot\rho_b=v_b\cdot\rho_a .$$

The three facts `h1`, `h2` and `h3` are these two equations and the symmetry of $B$.

```lean
/-- **Interchange theorem.** The potential of perturbation `a` paired with the self-consistent
density response to `b` equals the potential of `b` paired with the response to `a`. -/
theorem interchange {H K Pc : Matrix ι ι ℝ} (hH : Hᵀ = H) (hK : Kᵀ = K) (hP : Pcᵀ = Pc)
    {ψ : o → ι → ℝ} {e : o → ℝ} {va vb : ι → ℝ} {xa xb : o → ι → ℝ}
    (ha : IsResponse H K Pc ψ e va xa) (hb : IsResponse H K Pc ψ e vb xb) :
    va ⬝ᵥ inducedDensity ψ xb = vb ⬝ᵥ inducedDensity ψ xa := by
  have h1 := weak_sternheimer hP ha hb.projected
  have h2 := weak_sternheimer hP hb ha.projected
  have h3 := responseForm_symm hH hK ψ e xa xb
  linarith
```

For a finite molecule on such a grid, let $v_a$ be the potential of a uniform electric field and $v_b$ the change of a local ionic potential when one atom moves. Up to sign and units, both sides are then the electronic part of a Born effective charge, obtained either from the response to the displacement or from the response to the field. The unperturbed $H$ may contain a nonlocal pseudopotential, but the theorem does not cover a nonlocal perturbation, such as the displacement of an atom described by one. Nor does it cover complex Bloch orbitals, fractional occupations, or the field in a periodic crystal, whose potential is not periodic.

## Second-order errors from approximate responses

Suppose that only trial orbitals $y\approx x^a$ and $z\approx x^b$ are available, both fixed by $P_c$. Expanding the form of the two errors gives

$$B(y-x^a,z-x^b)=B(y,z)-B(y,x^b)-B(x^a,z)+B(x^a,x^b).$$

The tested Sternheimer equations replace the last three terms by $+v_b\cdot\rho_y+v_a\cdot\rho_z-v_b\cdot\rho_a$. With the interchange theorem this becomes

$$B(y,z)+v_a\cdot\rho_z+v_b\cdot\rho_y=v_a\cdot\rho_b+B(y-x^a,z-x^b).$$

The error on the right is bilinear in the two orbital errors. Evaluating $v_a\cdot\rho_z$ alone would leave an error linear in $z-x^b$. The proof expands the error with `responseForm_sub_left` and symmetry, and `linarith` combines the remaining equations.

```lean
/-- For trial orbitals `y` and `z` left unchanged by `Pc`, the mixed second-order functional
differs from `va · n_b` by the response form of the two orbital errors. -/
theorem mixed_functional_error {H K Pc : Matrix ι ι ℝ}
    (hH : Hᵀ = H) (hK : Kᵀ = K) (hP : Pcᵀ = Pc)
    {ψ : o → ι → ℝ} {e : o → ℝ} {va vb : ι → ℝ} {xa xb y z : o → ι → ℝ}
    (ha : IsResponse H K Pc ψ e va xa) (hb : IsResponse H K Pc ψ e vb xb)
    (hy : ∀ n, Pc *ᵥ y n = y n) (hz : ∀ n, Pc *ᵥ z n = z n) :
    responseForm H K ψ e y z + va ⬝ᵥ inducedDensity ψ z + vb ⬝ᵥ inducedDensity ψ y
      = va ⬝ᵥ inducedDensity ψ xb + responseForm H K ψ e (y - xa) (z - xb) := by
  -- expand the error term, using symmetry for the second argument
  rw [responseForm_symm hH hK ψ e (y - xa) (z - xb), responseForm_sub_left,
    responseForm_symm hH hK ψ e z (y - xa), responseForm_symm hH hK ψ e xb (y - xa),
    responseForm_sub_left, responseForm_sub_left]
  -- the terms linear in either error are fixed by the Sternheimer equations
  have h1 := weak_sternheimer hP hb hy
  have h2 := weak_sternheimer hP ha hz
  have h3 := weak_sternheimer hP hb ha.projected
  have h4 := responseForm_symm hH hK ψ e xa z
  have h5 := interchange hH hK hP ha hb
  linarith
```

For a single perturbation, set $a=b$ and $y=z$. If $B(d,d)\ge0$ for every family $d$ fixed by $P_c$, the error term cannot be negative, and

$$v\cdot\rho_x\le B(y,y)+2\,v\cdot\rho_y .$$

The positivity hypothesis stands for stability of the unperturbed state against mixing in unoccupied states. It holds, for instance, when no unoccupied level lies below an occupied one and $K$ is positive semidefinite. The proof applies the error identity and checks that $y-x$ is again fixed by $P_c$.

```lean
/-- If the response form is nonnegative on orbitals left unchanged by `Pc`, the second-order
functional of any such trial orbitals is an upper bound on `v · n`. -/
theorem second_order_bound {H K Pc : Matrix ι ι ℝ}
    (hH : Hᵀ = H) (hK : Kᵀ = K) (hP : Pcᵀ = Pc)
    {ψ : o → ι → ℝ} {e : o → ℝ} {v : ι → ℝ} {x y : o → ι → ℝ}
    (hx : IsResponse H K Pc ψ e v x) (hy : ∀ n, Pc *ᵥ y n = y n)
    (hpos : ∀ d : o → ι → ℝ, (∀ n, Pc *ᵥ d n = d n) → 0 ≤ responseForm H K ψ e d d) :
    v ⬝ᵥ inducedDensity ψ x
      ≤ responseForm H K ψ e y y + 2 * (v ⬝ᵥ inducedDensity ψ y) := by
  have h1 := mixed_functional_error hH hK hP hx hx hy hy
  have h2 := hpos (y - x) (fun n => by
    rw [Pi.sub_apply, Matrix.mulVec_sub, hy n, hx.projected n])
  linarith
```

## A dimer solved by hand

Take two sites with equal on-site energies and hopping amplitude $-1$, which sets the unit of energy. Lean numbers the sites 0 and 1.

```lean
/-- Hamiltonian of a two-site dimer with hopping amplitude `-1`. -/
def dimerH : Matrix (Fin 2) (Fin 2) ℝ := !![0, -1; -1, 0]
```

The occupied orbital is the symmetric combination $\psi=(s,s)$ with $s^2=1/2$ and energy $-1$. The antisymmetric combination is unoccupied, with energy $+1$, and $P_c$ projects onto it.

```lean
/-- Projector onto the antisymmetric combination of the two sites. -/
def dimerP : Matrix (Fin 2) (Fin 2) ℝ := !![1/2, -1/2; -1/2, 1/2]
```

Let $K$ be the identity matrix, an on-site kernel as strong as the hopping. With a single electron this is a self-repulsion, which an exact functional would cancel; it is kept here as a model so that the screening term plays a part. The projection condition forces $x=(-t,t)$, and then $(H+1)x=2(-t,t)$. The induced density is $\rho_x=2s(-t,t)$. With $\delta=v_0-v_1$, the screened potential difference between the sites is $\delta-4st$, so the Sternheimer equation reads

$$2t=\tfrac{s}{2}(\delta-4st)=\tfrac{s\delta}{2}-t,$$

where $s^2=1/2$ was used in the last step. Hence $t=s\delta/6$ and $\rho_x=(-\delta/6,\ \delta/6)$.

The theorem below confirms that this $x$ is a response for every $v$, along with the symmetry of the two matrices and the eigenvalue equation for $\psi$. The two `linear_combination` steps use $s^2=1/2$ to reduce the cubic terms in $s$ that screening produces.

```lean
/-- The dimer with its normalised symmetric orbital `(s, s)` of energy `-1` and kernel `K = 1`
has an explicit self-consistent response to every local potential `v`. -/
theorem dimer_witness (s : ℝ) (hs : s ^ 2 = 1 / 2) (v : Fin 2 → ℝ) :
    dimerHᵀ = dimerH ∧ dimerPᵀ = dimerP ∧ dimerH *ᵥ ![s, s] = (-1 : ℝ) • ![s, s] ∧
    IsResponse dimerH 1 dimerP (fun _ : Fin 1 => ![s, s]) (fun _ => -1) v
      (fun _ => ![-((v 0 - v 1) / 6 * s), (v 0 - v 1) / 6 * s]) := by
  refine ⟨?_, ?_, ?_, ?_, ?_⟩
  · ext i j
    fin_cases i <;> fin_cases j <;> simp [dimerH]
  · ext i j
    fin_cases i <;> fin_cases j <;> simp [dimerP]
  · ext i
    fin_cases i <;> simp [dimerH, Matrix.mulVec, dotProduct, Fin.sum_univ_two]
  · intro n
    ext i
    fin_cases i <;> simp [dimerP, Matrix.mulVec, dotProduct, Fin.sum_univ_two] <;> ring
  · intro n
    rw [Matrix.one_mulVec]
    ext i
    -- the cubic terms in `s` are reduced by the normalisation
    fin_cases i
    · simp [dimerH, dimerP, inducedDensity, dotProduct, Fin.sum_univ_two]
      linear_combination (-(v 0 - v 1) / 3 * s) * hs
    · simp [dimerH, dimerP, inducedDensity, dotProduct, Fin.sum_univ_two]
      linear_combination ((v 0 - v 1) / 3 * s) * hs

end

end InterchangeTheorem
```

For numbers, take $v_a=(0.6,\,0)$ and $v_b=(0.1,\,0.4)$. Then $\delta_a=0.6$ and $\delta_b=-0.3$, so $\rho_a=(-0.1,\,0.1)$ and $\rho_b=(0.05,\,-0.05)$. The two pairings agree:

$$v_a\cdot\rho_b=0.6\times0.05=0.03,\qquad v_b\cdot\rho_a=-0.01+0.04=0.03 .$$

The same dimer shows what goes wrong if one keeps the Sternheimer equation but forgets the condition $P_cx_n=x_n$. Replace $x^a$ by $x^a+c\,\psi$ for some number $c\neq0$. The left-hand side of the equation does not change, because $(H+1)\psi=0$. The density gains $c\,(1,1)$, which shifts the potential by a constant, and $P_c$ removes the resulting multiple of $\psi$ from the source. The equation therefore still holds, but $v_b\cdot\rho_a$ has moved from $0.03$ to $0.03+0.5\,c$, and the interchange fails.

```lean
#print axioms InterchangeTheorem.interchange
#print axioms InterchangeTheorem.second_order_bound
```

```
'InterchangeTheorem.interchange' depends on axioms: [propext, Classical.choice, Quot.sound]
'InterchangeTheorem.second_order_bound' depends on axioms: [propext, Classical.choice, Quot.sound]
```
